# In a frozen-orbital, one-electron model, orbital energies give the exact first moment of valence-to-core X-ray emission for every dipole vector if and only if the orbitals are Fock eigenvectors

## Filling a core hole from localized orbitals

In valence-to-core X-ray emission, an electron from an occupied valence orbital fills a core hole. In a frozen-orbital, one-electron picture, each occupied orbital that is a Fock eigenvector contributes a line. Its position is the orbital energy, measured from the core level, and its intensity is, apart from a frequency-dependent prefactor, the squared modulus of the dipole matrix element with the core orbital.

Localized orbitals are often preferred for interpretation, because they look like bonds and lone pairs. Obtained by a unitary rotation of the occupied valence orbitals, they span the same space and also have energies, namely the diagonal elements of the Fock matrix. Does weighting these energies by the localized orbitals' intensities put the centre of the band in the right place?

## Two first moments

Let E be the space spanned by the occupied valence orbitals, with orthonormal basis u_i, and let F be the Hermitian Fock operator on it, with the core level as the zero of energy. The inner product ⟨x, y⟩ is conjugate-linear in x, and F_ij = ⟨u_i, F u_j⟩. For a fixed core orbital and polarization, apply the dipole operator to the core orbital and project the result onto E. This gives the dipole vector d, and ⟨u_i, d⟩ is the emission amplitude of orbital i.

The exact first moment of the band is

M(d) = ⟨d, F d⟩,

and the estimate from the orbitals is

M_u(d) = Σ_i |⟨u_i, d⟩|² F_ii.

The total intensity is ‖d‖², so for a unit vector d both moments are centroids. The frequency-dependent prefactor of the emission rate is left out.

## The equivalence and its Lean reading

The main theorem, `moment_exact_iff_eigenvectors`, says that M_u(d) = M(d) for every d in E if and only if every u_i is an eigenvector of F.

- `E` is a complex inner product space. The basis `u : OrthonormalBasis ι ℂ E` has a finite index type, so the space is finite-dimensional.
- `F.IsSymmetric` is Hermiticity: ⟨F x, y⟩ = ⟨x, F y⟩.
- `fockExpect F v` is the real part of ⟨v, F v⟩. It serves both as M(d) and as the orbital energy F_ii.
- `orbitalMoment F u d` is M_u(d).
- The eigenvector condition is `∃ μ : ℂ, F (u i) = μ • u i`. Hermiticity makes μ real, although the statement does not say so.

Localization itself does not enter: what matters is whether the orbitals diagonalise F. The quantifier over d matters too. The dipole vectors of one core orbital, taken over all polarizations, span at most three dimensions, and the estimate may be right for all of them even when the orbitals are not eigenvectors. Core-hole relaxation, many-electron effects and vibrations are absent from the model.

Hermiticity is needed to get from equal moments to eigenvectors, and normality would not be enough. If F u_1 = −u_2 and F u_2 = u_1, the real parts that define both moments vanish for every d, yet neither u_1 nor u_2 is an eigenvector.

## Interference between two orbitals

Take d = a u_i + b u_j with i ≠ j. Then

M(d) = |a|² F_ii + |b|² F_jj + conj(a) b F_ij + conj(b) a F_ji.

Only orbitals i and j have an amplitude, so

M_u(d) = |a|² F_ii + |b|² F_jj.

Since F_ji = conj(F_ij), the last two terms of M(d) are complex conjugates of each other, and

M(d) − M_u(d) = 2 Re(conj(a) b F_ij).

Now choose a phase c with |c| = 1 and c F_ij = |F_ij|. If F_ij ≠ 0, this is c = conj(F_ij)/|F_ij|; otherwise c = 1 will do. With a = 1/√2 and b = c/√2, the vector d has norm 1 and

M(d) − M_u(d) = 2 · ½ · |F_ij| = |F_ij|.

Some unit dipole vector therefore has its centroid misplaced by exactly the modulus of the coupling.

## From eigenvectors to equal moments and back

Suppose F u_i = μ_i u_i for every i. Inserting the resolution of the identity gives

⟨d, F d⟩ = Σ_i ⟨d, u_i⟩ ⟨u_i, F d⟩.

By Hermiticity, ⟨u_i, F d⟩ = ⟨F u_i, d⟩ = conj(μ_i) ⟨u_i, d⟩. Each term is therefore conj(μ_i) |⟨u_i, d⟩|². Its real part is F_ii |⟨u_i, d⟩|², because F_ii = μ_i is real. Summing over i gives M(d) = M_u(d).

Conversely, suppose the moments agree for every d. The unit vector found above then forces |F_ij| = 0 whenever i ≠ j. Expanding in the basis,

F u_j = Σ_i F_ij u_i = F_jj u_j,

so u_j is an eigenvector.

## Cancellation over a complete set of dipole vectors

Let e_k be another orthonormal basis of E, used as a set of dipole vectors. Since Σ_k |⟨u_i, e_k⟩|² = ‖u_i‖² = 1,

Σ_k M_u(e_k) = Σ_i F_ii = tr F = Σ_k M(e_k).

The individual errors cancel for any orthonormal orbitals, localized or not. In Lean this is `complete_dipole_sum`, which takes real parts throughout and does not assume Hermiticity. The theorem assumes that the set is orthonormal and complete in E. The three Cartesian dipole vectors of one core orbital generally are neither, so their errors need not cancel.

## One orbital, then two

With a single occupied valence orbital, F u_1 is necessarily a multiple of u_1, and the estimate is always exact.

With two equivalent localized orbitals, let F_11 = F_22 = α and F_12 = F_21 = β, with β real and non-zero. For d = (u_1 + u_2)/√2 the exact centroid is α + β, while the estimate is α. For d = u_1 both give α, although the true band consists of two equally intense lines at α + β and α − β.

## The off-diagonal terms in a calculation

After a self-consistent field calculation, suppose the occupied valence orbitals are localized by a unitary rotation among themselves and the amplitudes m_i = ⟨u_i, d⟩ are computed. The first moment in this one-electron model is

M(d) = Σ_ij conj(m_i) F_ij m_j.

Pairing each |m_i|² with F_ii keeps only the diagonal part of this double sum. Keeping the whole Fock matrix, or rotating the amplitudes back to the canonical orbitals, gives the correct moment.

## The complete Lean file

```lean
import Mathlib

open ComplexConjugate

namespace EmissionCentroid

noncomputable section

variable {E ι κ : Type*} [NormedAddCommGroup E] [InnerProductSpace ℂ E]
  [Fintype ι] [Fintype κ]

/-- The real part of `⟨v, F v⟩`. For an orbital `v` it is the orbital energy, and for a
dipole vector `v` it is the exact first moment of the emission band. -/
def fockExpect (F : E →ₗ[ℂ] E) (v : E) : ℝ := (inner ℂ v (F v)).re

/-- The first moment estimated from the orbitals `u i`: each orbital energy is weighted
by the emission intensity `|⟨u i, d⟩|²`. -/
def orbitalMoment (F : E →ₗ[ℂ] E) (u : OrthonormalBasis ι ℂ E) (d : E) : ℝ :=
  ∑ i, ‖inner ℂ (u i) d‖ ^ 2 * fockExpect F (u i)

/-- For a Hermitian Fock operator and a dipole vector shared by two different orbitals, the
exact moment differs from the orbital estimate by an interference term containing the
Fock coupling of the two orbitals. -/
theorem pair_shift {F : E →ₗ[ℂ] E} (hF : F.IsSymmetric) (u : OrthonormalBasis ι ℂ E)
    {i j : ι} (hij : i ≠ j) (a b : ℂ) :
    fockExpect F (a • u i + b • u j) - orbitalMoment F u (a • u i + b • u j)
      = 2 * (conj a * b * inner ℂ (u i) (F (u j))).re := by
  classical
  have ho := orthonormal_iff_ite.mp u.orthonormal
  -- only the two orbitals i and j emit
  have hm : orbitalMoment F u (a • u i + b • u j)
      = ‖a‖ ^ 2 * fockExpect F (u i) + ‖b‖ ^ 2 * fockExpect F (u j) := by
    unfold orbitalMoment
    have hk : ∀ k, ‖inner ℂ (u k) (a • u i + b • u j)‖ ^ 2 * fockExpect F (u k)
        = (if k = i then ‖a‖ ^ 2 * fockExpect F (u i) else 0)
          + (if k = j then ‖b‖ ^ 2 * fockExpect F (u j) else 0) := by
      intro k
      rw [inner_add_right, inner_smul_right, inner_smul_right, ho k i, ho k j]
      by_cases h1 : k = i
      · subst h1
        simp [hij]
      · by_cases h2 : k = j
        · subst h2
          simp [h1]
        · simp [h1, h2]
    rw [Finset.sum_congr rfl (fun k _ => hk k), Finset.sum_add_distrib]
    simp
  -- Hermiticity relates the two off-diagonal elements
  have hji : inner ℂ (u j) (F (u i)) = conj (inner ℂ (u i) (F (u j))) := by
    rw [inner_conj_symm]
    exact (hF (u j) (u i)).symm
  rw [hm]
  unfold fockExpect
  rw [map_add, map_smul, map_smul]
  simp only [inner_add_left, inner_add_right, inner_smul_left, inner_smul_right, hji,
    Complex.sq_norm, Complex.normSq_apply, Complex.add_re, Complex.add_im,
    Complex.mul_re, Complex.mul_im, Complex.conj_re, Complex.conj_im]
  ring

/-- For a Hermitian Fock operator and any two different orbitals, some unit dipole vector
has an exact emission centroid lying above the orbital estimate by exactly the modulus of
their Fock coupling. -/
theorem exists_unit_dipole_shift {F : E →ₗ[ℂ] E} (hF : F.IsSymmetric)
    (u : OrthonormalBasis ι ℂ E) {i j : ι} (hij : i ≠ j) :
    ∃ d : E, ‖d‖ = 1 ∧
      fockExpect F d - orbitalMoment F u d = ‖inner ℂ (u i) (F (u j))‖ := by
  -- a phase that makes the coupling real and non-negative
  have phase : ∀ z : ℂ, ∃ c : ℂ, ‖c‖ = 1 ∧ c * z = (‖z‖ : ℂ) := by
    intro z
    by_cases hz : z = 0
    · exact ⟨1, by simp, by simp [hz]⟩
    · have hn : (‖z‖ : ℂ) ≠ 0 := Complex.ofReal_ne_zero.mpr (norm_ne_zero_iff.mpr hz)
      refine ⟨conj z / (‖z‖ : ℂ), ?_, ?_⟩
      · rw [norm_div, Complex.norm_real, norm_norm, RCLike.norm_conj,
          div_self (norm_ne_zero_iff.mpr hz)]
      · rw [div_mul_eq_mul_div, div_eq_iff hn, Complex.conj_mul', sq]
  obtain ⟨c, hc, hcz⟩ := phase (inner ℂ (u i) (F (u j)))
  have hs : Real.sqrt (1 / 2) ^ 2 = 1 / 2 := Real.sq_sqrt (by norm_num)
  set s : ℝ := Real.sqrt (1 / 2)
  refine ⟨(s : ℂ) • u i + ((s : ℂ) * c) • u j, ?_, ?_⟩
  · have h0 : inner ℂ ((s : ℂ) • u i) (((s : ℂ) * c) • u j) = 0 := by
      rw [inner_smul_left, inner_smul_right, u.orthonormal.2 hij, mul_zero, mul_zero]
    have hsq : ‖(s : ℂ) • u i + ((s : ℂ) * c) • u j‖ ^ 2 = 1 := by
      rw [norm_add_sq (𝕜 := ℂ), h0, norm_smul, norm_smul, u.orthonormal.1 i,
        u.orthonormal.1 j, norm_mul, hc, Complex.norm_real, mul_one, mul_one,
        Real.norm_eq_abs, sq_abs, hs, map_zero]
      norm_num
    exact (sq_eq_sq₀ (norm_nonneg _) zero_le_one).mp (by rw [hsq, one_pow])
  · have hprod : conj (s : ℂ) * ((s : ℂ) * c) * inner ℂ (u i) (F (u j))
        = ((s ^ 2 * ‖inner ℂ (u i) (F (u j))‖ : ℝ) : ℂ) := by
      rw [Complex.conj_ofReal]
      push_cast
      linear_combination (s : ℂ) ^ 2 * hcz
    rw [pair_shift hF u hij, hprod, Complex.ofReal_re, hs]
    ring

/-- If every orbital is an eigenvector of the Hermitian Fock operator, the orbital
estimate gives the exact first moment for every dipole vector. -/
theorem moment_of_eigenvectors {F : E →ₗ[ℂ] E} (hF : F.IsSymmetric)
    (u : OrthonormalBasis ι ℂ E) (h : ∀ i, ∃ μ : ℂ, F (u i) = μ • u i) (d : E) :
    orbitalMoment F u d = fockExpect F d := by
  -- insert the resolution of the identity
  have hd : fockExpect F d = ∑ i, (inner ℂ d (u i) * inner ℂ (u i) (F d)).re := by
    unfold fockExpect
    rw [← u.sum_inner_mul_inner d (F d), Complex.re_sum]
  rw [hd]
  unfold orbitalMoment
  refine Finset.sum_congr rfl fun i _ => ?_
  obtain ⟨μ, hμ⟩ := h i
  have h1 : inner ℂ (u i) (F d) = conj μ * inner ℂ (u i) d := by
    rw [← hF (u i) d, hμ, inner_smul_left]
  have h2 : fockExpect F (u i) = μ.re := by
    unfold fockExpect
    rw [hμ, inner_smul_right, inner_self_eq_norm_sq_to_K, u.orthonormal.1 i]
    simp
  rw [h1, h2, ← inner_conj_symm d (u i)]
  simp only [Complex.sq_norm, Complex.normSq_apply, Complex.mul_re, Complex.mul_im,
    Complex.conj_re, Complex.conj_im]
  ring

/-- For a Hermitian Fock operator, an orthonormal orbital basis gives the exact first moment
of the emission band for every dipole vector if and only if each of its orbitals is an
eigenvector of the Fock operator. -/
theorem moment_exact_iff_eigenvectors {F : E →ₗ[ℂ] E} (hF : F.IsSymmetric)
    (u : OrthonormalBasis ι ℂ E) :
    (∀ d, orbitalMoment F u d = fockExpect F d) ↔
      ∀ i, ∃ μ : ℂ, F (u i) = μ • u i := by
  refine ⟨fun h j => ?_, moment_of_eigenvectors hF u⟩
  -- a non-zero coupling would misplace the centroid of some dipole vector
  have hz : ∀ i, i ≠ j → inner ℂ (u i) (F (u j)) = 0 := by
    intro i hi
    obtain ⟨d, -, hd⟩ := exists_unit_dipole_shift hF u hi
    rw [h d, sub_self] at hd
    exact norm_eq_zero.mp hd.symm
  refine ⟨inner ℂ (u j) (F (u j)), ?_⟩
  exact (u.sum_repr' (F (u j))).symm.trans
    (Finset.sum_eq_single j (fun i _ hi => by rw [hz i hi, zero_smul]) (by simp))

/-- Summed over a complete orthonormal set of dipole vectors, the orbital estimates and the
exact first moments agree for every orthonormal orbital basis. -/
theorem complete_dipole_sum (F : E →ₗ[ℂ] E) (u : OrthonormalBasis ι ℂ E)
    (e : OrthonormalBasis κ ℂ E) :
    ∑ k, orbitalMoment F u (e k) = ∑ k, fockExpect F (e k) := by
  -- each orbital has total intensity one
  have hone : ∀ i, ∑ k, ‖inner ℂ (u i) (e k)‖ ^ 2 = 1 := by
    intro i
    have h := e.sum_inner_mul_inner (u i) (u i)
    rw [inner_self_eq_norm_sq_to_K, u.orthonormal.1 i] at h
    have hk : ∀ k, inner ℂ (u i) (e k) * inner ℂ (e k) (u i)
        = ((‖inner ℂ (u i) (e k)‖ ^ 2 : ℝ) : ℂ) := by
      intro k
      rw [← inner_conj_symm (e k) (u i), Complex.mul_conj']
      push_cast
      rfl
    rw [Finset.sum_congr rfl (fun k _ => hk k), ← Complex.ofReal_sum] at h
    have h' := congrArg Complex.re h
    rw [Complex.ofReal_re] at h'
    rw [h']
    simp
  -- both sums are the real part of the trace
  have hu : ∑ i, fockExpect F (u i) = (LinearMap.trace ℂ E F).re := by
    rw [LinearMap.trace_eq_sum_inner F u, Complex.re_sum]
    rfl
  have he : ∑ k, fockExpect F (e k) = (LinearMap.trace ℂ E F).re := by
    rw [LinearMap.trace_eq_sum_inner F e, Complex.re_sum]
    rfl
  rw [he, ← hu]
  unfold orbitalMoment
  rw [Finset.sum_comm]
  refine Finset.sum_congr rfl fun i _ => ?_
  rw [← Finset.sum_mul, hone i, one_mul]

end

end EmissionCentroid
```

```lean
#print axioms EmissionCentroid.moment_exact_iff_eigenvectors
#print axioms EmissionCentroid.complete_dipole_sum
```

```
'EmissionCentroid.moment_exact_iff_eigenvectors' depends on axioms: [propext, Classical.choice, Quot.sound]
'EmissionCentroid.complete_dipole_sum' depends on axioms: [propext, Classical.choice, Quot.sound]
```

## How the Lean proofs use the two-orbital shift

`pair_shift` is the interference formula. Its step `hm` evaluates the orbital estimate: `hk` distinguishes k = i, k = j and all other k, which leaves two terms of the sum. The step `hji` derives F_ji = conj(F_ij) from Hermiticity. The inner products are then expanded into real and imaginary parts, and `ring` confirms the remaining identity.

`exists_unit_dipole_shift` first proves `phase`, the existence of c, treating zero coupling separately. With `s` equal to √(1/2), it takes the vector s u_i + s c u_j. Orthogonality gives norm 1. The step `hprod` shows that the product inside the real part is s² |F_ij|, and `pair_shift` then gives the shift.

`moment_of_eigenvectors` inserts the resolution of the identity in `hd` and compares the sums term by term. Here `h1` moves F onto the orbital, and `h2` identifies the orbital energy with the real part of μ.

`moment_exact_iff_eigenvectors` uses that result for one direction. For the other, `hz` applies the assumed equality to the dipole vector from `exists_unit_dipole_shift`, so the coupling has norm zero. `Finset.sum_eq_single` then reduces the expansion of F u_j to its u_j component, with F_jj as the eigenvalue.

In `complete_dipole_sum`, `hone` shows that each orbital has total intensity one, while `hu` and `he` identify the two energy sums with the real part of the trace. Exchanging the order of summation with `Finset.sum_comm` brings these facts together.
